# A weak extra coupling can raise the many-body dispersion energy of three oscillators

Suppose a many-body dispersion (MBD) calculation leaves out the coupling between one pair of atoms. On their own, two identical oscillators have a lower zero-point energy with a coupling term proportional to the product of their displacements than without it, so it seems safe to conclude that the omission makes the computed binding too weak. That conclusion can be false. If both atoms also couple to a third, restoring the missing coupling may raise the energy, and the truncated calculation then overbinds.

The example below has three identical harmonic oscillators with one displacement each. For electronic-structure practice it shows, within this model and for a weak positive extra coupling, that the sign of a truncation error cannot be read off from the isolated pair.

```lean
import Mathlib

open Matrix Polynomial Filter Topology

namespace ManyBodyDispersionTrimer

noncomputable section
```

## Zero-point energy from eigenvalues

In mass-weighted coordinates $q_i$, with $\hbar=1$, the coupled oscillators have potential energy $\frac12\sum_{ij}q_iA_{ij}q_j$ with a real symmetric matrix $A$. If its eigenvalues $\lambda_k$ are non-negative, the normal-mode frequencies are $\sqrt{\lambda_k}$. Their sum is $\operatorname{tr}\sqrt A$. In Lean, `traceSqrt` takes the eigenvalues as the real roots of the characteristic polynomial, with multiplicity.

```lean
/-- The sum of the square roots of the real eigenvalues of a matrix, counted with
multiplicity as roots of the characteristic polynomial. -/
def traceSqrt {n : ℕ} (A : Matrix (Fin n) (Fin n) ℝ) : ℝ :=
  (A.charpoly.roots.map Real.sqrt).sum
```

The MBD energy is the zero-point energy of the coupled system minus that of the uncoupled one:

$$E(A)=\tfrac12\sum_k\sqrt{\lambda_k}-\tfrac12\sum_i\sqrt{A_{ii}} .$$

The definition accepts any real square matrix, but it has this physical meaning only for a positive semidefinite one. Lean's `Real.sqrt` returns zero for a negative number, so an unstable mode would silently drop out of the sum; the final theorem therefore includes positive definiteness in its conclusion.

```lean
/-- The many-body dispersion energy of coupled oscillators: half the sum of the coupled
frequencies minus half the sum of the uncoupled ones, for a positive semidefinite matrix `A`. -/
def mbdEnergy {n : ℕ} (A : Matrix (Fin n) (Fin n) ℝ) : ℝ :=
  traceSqrt A / 2 - (∑ i, √(A i i)) / 2
```

## Three sites, two coupling strengths

Let all three oscillators have unit frequency. Sites 1 and 2 couple to site 3 with strength $s$ and to each other with strength $x$:

$$C(x)=\begin{pmatrix}1&x&s\\x&1&s\\s&s&1\end{pmatrix}.$$

Lean numbers these sites 0, 1 and 2, and calls the matrix `trimer s x`. The strengths $s$ and $x$ are independent parameters here, whereas in a molecule both depend on the positions of the atoms.

```lean
/-- Three identical oscillators of unit frequency: sites 1 and 2 both couple to site 3 with
strength `s`, and to each other with strength `x`. -/
def trimer (s x : ℝ) : Matrix (Fin 3) (Fin 3) ℝ :=
  !![1, x, s; x, 1, s; s, s, 1]
```

The quantity to be found is the derivative of $\operatorname{tr}\sqrt{C(x)}$ at $x=0$. The derivation below gives

$$\sigma(s)=\frac14\left(\frac1{\sqrt{1+\sqrt2\,s}}+\frac1{\sqrt{1-\sqrt2\,s}}\right)-\frac12 ,$$

which Lean records as `trimerSlope`. At this point it is only a formula; its role as a derivative is proved later.

```lean
/-- The rate of change of the summed frequencies of the trimer as the coupling `x` is switched
on, for `0 < s < 1/√2`. -/
def trimerSlope (s : ℝ) : ℝ :=
  (1 / √(1 + √2 * s) + 1 / √(1 - √2 * s)) / 4 - 1 / 2
```

## The frequency sum is the trace of the matrix square root

If the characteristic polynomial factorises as $\prod_k(t-\lambda_k)$, its roots are the $\lambda_k$, and `traceSqrt` is $\sum_k\sqrt{\lambda_k}$. The lemma turns any such factorisation into a value. In the code, `X` is the polynomial variable and `C a` is the constant polynomial $a$; this `C` is not the matrix $C(x)$.

```lean
/-- If the characteristic polynomial splits with the eigenvalues `m`, then `traceSqrt` is the
sum of the square roots of the members of `m`. -/
theorem traceSqrt_of_charpoly {n : ℕ} {A : Matrix (Fin n) (Fin n) ℝ} (m : Multiset ℝ)
    (h : A.charpoly = (m.map fun a => X - C a).prod) :
    traceSqrt A = (m.map Real.sqrt).sum := by
  unfold traceSqrt
  rw [h, Polynomial.roots_multiset_prod_X_sub_C]
```

Now let $S$ be positive semidefinite. The spectral theorem gives $S=UDU^{\mathsf T}$, with $U$ orthogonal and $D$ diagonal with entries $d_i\ge0$. Then

$$S^2=UD^2U^{\mathsf T},\qquad \sum_i\sqrt{d_i^2}=\sum_i d_i=\operatorname{tr}S .$$

So `traceSqrt` of $S^2$ is the trace of its positive square root $S$. In the proof, `hSS` is the first equation, `htr` evaluates the trace of $S$, and `hchar` gives the characteristic polynomial of $S^2$ by moving $U$ cyclically past the other factors.

```lean
/-- If `S` is positive semidefinite, then `traceSqrt` of `S²` is the trace of `S`: it is the
trace of the positive matrix square root. -/
theorem traceSqrt_mul_self {n : ℕ} {S : Matrix (Fin n) (Fin n) ℝ} (hS : S.PosSemidef) :
    traceSqrt (S * S) = S.trace := by
  -- diagonalise `S` by an orthogonal matrix
  obtain ⟨U, d, hU, hspec, hd⟩ : ∃ (U : Matrix (Fin n) (Fin n) ℝ) (d : Fin n → ℝ),
      star U * U = 1 ∧ S = U * diagonal d * star U ∧ ∀ i, 0 ≤ d i := by
    refine ⟨hS.isHermitian.eigenvectorUnitary, hS.isHermitian.eigenvalues,
      hS.isHermitian.eigenvectorUnitary.2.1, ?_, fun i => hS.eigenvalues_nonneg i⟩
    have h := hS.isHermitian.spectral_theorem
    rw [Unitary.conjStarAlgAut_apply] at h
    exact h
  have hSS : S * S = U * (diagonal d * diagonal d * star U) := by
    calc S * S = (U * diagonal d * star U) * (U * diagonal d * star U) := by rw [← hspec]
      _ = U * diagonal d * (star U * U) * diagonal d * star U := by simp only [mul_assoc]
      _ = U * (diagonal d * diagonal d * star U) := by
        rw [hU, mul_one]; simp only [mul_assoc]
  have htr : S.trace = ∑ i, d i := by
    rw [hspec, Matrix.trace_mul_comm, ← mul_assoc, hU, one_mul, Matrix.trace_diagonal]
  -- the eigenvalues of `S²` are the squares of those of `S`
  have hchar : (S * S).charpoly =
      ((Finset.univ.val.map fun i => d i * d i).map fun a => X - C a).prod := by
    rw [hSS, Matrix.charpoly_mul_comm, mul_assoc, hU, mul_one, Matrix.diagonal_mul_diagonal,
      Matrix.charpoly_of_isUpperTriangular _ (Matrix.blockTriangular_diagonal _),
      Multiset.map_map]
    change _ = ∏ i, (X - C (d i * d i))
    exact Finset.prod_congr rfl fun i _ => by rw [Matrix.diagonal_apply_eq]
  rw [traceSqrt_of_charpoly _ hchar, htr, Multiset.map_map]
  change ∑ i, √(d i * d i) = ∑ i, d i
  exact Finset.sum_congr rfl fun i _ => Real.sqrt_mul_self (hd i)
```

## One antisymmetric and two symmetric modes

Exchanging sites 1 and 2 leaves $C(x)$ unchanged. The antisymmetric vector $(1,-1,0)/\sqrt2$ is therefore an eigenvector, with eigenvalue $1-x$. In the basis $(1,1,0)/\sqrt2$, $(0,0,1)$ the symmetric part is

$$\begin{pmatrix}1+x&\sqrt2\,s\\\sqrt2\,s&1\end{pmatrix},$$

whose eigenvalues are

$$1+\frac x2\pm r(x),\qquad r(x)=\sqrt{\frac{x^2}{4}+2s^2}.$$

Lean confirms the three eigenvalues through the determinant. With $u=t-1$,

$$\det(t\,\mathbb 1-C)=(u+x)(u^2-xu-2s^2)=(u+x)\left[\left(u-\tfrac x2\right)^2-r^2\right].$$

The auxiliary statement `key` compares the two sides at every $t$, and `linear_combination` supplies the equation for $r^2$.

```lean
/-- `traceSqrt` of the trimer matrix in closed form. If the matrix is positive semidefinite, the
three terms are the frequencies of one mode antisymmetric in sites 1 and 2 and of two symmetric
modes. -/
theorem traceSqrt_trimer (s x : ℝ) :
    traceSqrt (trimer s x) = √(1 - x) + √(1 + x / 2 + √(x ^ 2 / 4 + 2 * s ^ 2))
      + √(1 + x / 2 - √(x ^ 2 / 4 + 2 * s ^ 2)) := by
  have key : ∀ r : ℝ, r ^ 2 = x ^ 2 / 4 + 2 * s ^ 2 → (trimer s x).charpoly =
      (X - C (1 - x)) * ((X - C (1 + x / 2 + r)) * (X - C (1 + x / 2 - r))) := by
    intro r hr
    apply Polynomial.funext
    intro t
    rw [Matrix.eval_charpoly, Matrix.det_fin_three]
    simp only [eval_mul, eval_sub, eval_X, eval_C]
    simp [trimer]
    linear_combination (t - 1 + x) * hr
  have h := key _ (Real.sq_sqrt (by positivity))
  rw [traceSqrt_of_charpoly {1 - x, 1 + x / 2 + √(x ^ 2 / 4 + 2 * s ^ 2),
    1 + x / 2 - √(x ^ 2 / 4 + 2 * s ^ 2)} (by rw [h]; simp)]
  simp only [Multiset.insert_eq_cons, Multiset.map_cons, Multiset.map_singleton,
    Multiset.sum_cons, Multiset.sum_singleton]
  ring
```

## Stability by completing squares

The frequencies are real and non-zero if the potential energy is positive for every non-zero displacement. With components $v_0,v_1,v_2$, numbered as in Lean,

$$\begin{aligned}v^{\mathsf T}Cv={}&\bigl(v_2+s(v_0+v_1)\bigr)^2+\left(\frac{1+x}2-s^2\right)(v_0+v_1)^2\\&+\frac{1-x}2(v_0-v_1)^2 .\end{aligned}$$

If $x<1$ and $2s^2<1+x$, all three coefficients are positive. The form can then fail to be positive only if all three squares vanish, which forces $v_0+v_1=v_0-v_1=0$ and then $v_2=0$. The identity is `e` in the proof, and `z` is the step from a vanishing square to a vanishing quantity.

```lean
/-- The trimer matrix is positive definite if `x < 1` and `2s² < 1 + x`. -/
theorem trimer_posDef {s x : ℝ} (hx : x < 1) (hs : 2 * s ^ 2 < 1 + x) :
    (trimer s x).PosDef := by
  rw [Matrix.posDef_iff_dotProduct_mulVec]
  refine ⟨Matrix.IsHermitian.ext fun i j => by
    fin_cases i <;> fin_cases j <;> simp [trimer], ?_⟩
  intro v hv
  -- complete the squares
  have e : star v ⬝ᵥ (trimer s x *ᵥ v) = (v 2 + s * (v 0 + v 1)) ^ 2
      + ((1 + x) / 2 - s ^ 2) * (v 0 + v 1) ^ 2 + (1 - x) / 2 * (v 0 - v 1) ^ 2 := by
    simp [trimer, dotProduct, Matrix.mulVec, Fin.sum_univ_three]
    ring
  rw [e]
  have p1 : 0 < (1 + x) / 2 - s ^ 2 := by linarith
  have p2 : 0 < (1 - x) / 2 := by linarith
  have q0 := sq_nonneg (v 2 + s * (v 0 + v 1))
  have q1 := mul_nonneg p1.le (sq_nonneg (v 0 + v 1))
  have q2 := mul_nonneg p2.le (sq_nonneg (v 0 - v 1))
  have z : ∀ c t : ℝ, 0 < c → c * t ^ 2 ≤ 0 → t = 0 := by
    intro c t hc ht
    by_contra h
    exact absurd (mul_pos hc ((sq_nonneg t).lt_of_ne' (pow_ne_zero 2 h))) (not_lt.mpr ht)
  -- otherwise all three squares vanish, and `v = 0`
  by_contra hn
  have h0 := z 1 (v 2 + s * (v 0 + v 1)) one_pos (by linarith)
  have h1 := z _ (v 0 + v 1) p1 (by linarith)
  have h2 := z _ (v 0 - v 1) p2 (by linarith)
  rw [h1] at h0
  have a : v 0 = 0 := by linarith
  have b : v 1 = 0 := by linarith
  have c : v 2 = 0 := by linarith
  apply hv
  funext i
  fin_cases i
  exacts [a, b, c]
```

## A tangent bound for the inverse square root

The sign of $\sigma(s)$ follows from an inequality for one variable. The tangent to $1/\sqrt y$ at $y=1$ is $(3-y)/2$, and the curve lies strictly above it at every other positive $y$. To see this, put $a=\sqrt y$. After multiplication by $2a>0$, the claim $(3-a^2)/2<1/a$ becomes

$$0<a^3-3a+2=(a-1)^2(a+2),$$

which is true for $a>0$, $a\ne1$. The call to `nlinarith` receives this positive product.

```lean
/-- The inverse square root lies strictly above its tangent at 1, at every other positive
point. -/
theorem tangent_lt_inv_sqrt {y : ℝ} (hy : 0 < y) (hne : y ≠ 1) : (3 - y) / 2 < 1 / √y := by
  have key : ∀ a : ℝ, 0 < a → a ≠ 1 → (3 - a ^ 2) / 2 < 1 / a := by
    intro a ha h1
    rw [lt_div_iff₀ ha]
    have h2 : 0 < (a - 1) ^ 2 := by
      have := sub_ne_zero.mpr h1
      positivity
    nlinarith [mul_pos h2 (by linarith : 0 < a + 2)]
  have h := key (√y) (Real.sqrt_pos.mpr hy) (by
    intro h1
    have h2 := Real.sq_sqrt hy.le
    rw [h1] at h2
    exact hne (by linarith))
  rwa [Real.sq_sqrt hy.le] at h
```

## The slope at zero coupling

Let $0<s<1/\sqrt2$, so that $0<\sqrt2\,s<1$ and every eigenvalue at $x=0$ is positive. The splitting is stationary there:

$$r'(0)=\frac{x/4}{r(x)}\bigg|_{x=0}=0 .$$

The antisymmetric frequency $\sqrt{1-x}$ has slope $-\frac12$. Each symmetric eigenvalue has slope $\frac12$, so its square root has slope

$$\frac{1}{4\sqrt{1\pm\sqrt2\,s}} .$$

The three slopes add up to $\sigma(s)$. The tangent bound at $y=1+\sqrt2\,s$ and $y=1-\sqrt2\,s$ gives

$$\frac1{\sqrt{1+\sqrt2\,s}}+\frac1{\sqrt{1-\sqrt2\,s}}>\frac{2-\sqrt2\,s}2+\frac{2+\sqrt2\,s}2=2,$$

and hence $\sigma(s)>\frac24-\frac12=0$. The symmetric modes together stiffen faster than the antisymmetric mode softens.

In the statement, `HasDerivAt` says that the function is differentiable at 0 with the given derivative, and the second half says that this number is positive. The proof differentiates the three roots as `h1`, `h2` and `h3`, with `hr` for the stationary splitting; `a` and `b` are the two tangent bounds.

The bound $s<1/\sqrt2$ keeps the softest mode stable at $x=0$. At $s=0$ the slope vanishes, so the strict inequality needs $s\ne0$.

```lean
/-- For `0 < s < 1/√2` the trace of the square root of the trimer matrix has derivative
`trimerSlope s` with respect to `x` at `x = 0`, and this derivative is strictly positive. -/
theorem traceSqrt_trimer_deriv_pos {s : ℝ} (hs : 0 < s) (hs' : s < 1 / √2) :
    HasDerivAt (fun x => traceSqrt (trimer s x)) (trimerSlope s) 0 ∧ 0 < trimerSlope s := by
  have hq : 0 < √2 * s := by positivity
  have hq1 : √2 * s < 1 := by
    have := (lt_div_iff₀ (by positivity : (0 : ℝ) < √2)).mp hs'
    linarith
  constructor
  · have hr0 : √((0 : ℝ) ^ 2 / 4 + 2 * s ^ 2) = √2 * s := by
      rw [show (0 : ℝ) ^ 2 / 4 + 2 * s ^ 2 = 2 * s ^ 2 by ring,
        Real.sqrt_mul (by norm_num), Real.sqrt_sq hs.le]
    -- the splitting of the symmetric modes is stationary at `x = 0`
    have hr : HasDerivAt (fun x : ℝ => √(x ^ 2 / 4 + 2 * s ^ 2)) 0 0 := by
      have h := ((((hasDerivAt_id' (0 : ℝ)).fun_pow 2).div_const 4).add_const
        (2 * s ^ 2)).sqrt (by positivity)
      exact h.congr_deriv (by simp)
    have lin : HasDerivAt (fun x : ℝ => 1 + x / 2) (1 / 2) 0 :=
      ((hasDerivAt_id' (0 : ℝ)).div_const 2).const_add 1
    have v2 : (1 : ℝ) + 0 / 2 + √((0 : ℝ) ^ 2 / 4 + 2 * s ^ 2) = 1 + √2 * s := by
      rw [hr0]; ring
    have v3 : (1 : ℝ) + 0 / 2 - √((0 : ℝ) ^ 2 / 4 + 2 * s ^ 2) = 1 - √2 * s := by
      rw [hr0]; ring
    have h1 : HasDerivAt (fun x : ℝ => √(1 - x)) (-1 / 2) 0 :=
      (((hasDerivAt_id' (0 : ℝ)).const_sub 1).sqrt (by norm_num)).congr_deriv (by norm_num)
    have h2 := (lin.fun_add hr).sqrt (by rw [v2]; positivity)
    have h3 := (lin.fun_sub hr).sqrt (by rw [v3]; linarith)
    simp only [traceSqrt_trimer]
    refine ((h1.fun_add h2).fun_add h3).congr_deriv ?_
    rw [v2, v3]
    unfold trimerSlope
    ring
  · have a := tangent_lt_inv_sqrt (y := 1 + √2 * s) (by linarith) (by linarith)
    have b := tangent_lt_inv_sqrt (y := 1 - √2 * s) (by linarith) (by linarith)
    unfold trimerSlope
    linarith
```

## From a positive slope to a higher energy

A positive derivative makes the difference quotient positive for all sufficiently small $x>0$, so $\operatorname{tr}\sqrt{C(x)}>\operatorname{tr}\sqrt{C(0)}$. The diagonal does not change, and the uncoupled frequencies always sum to 3. Therefore

$$E(C(x))-E(C(0))=\tfrac12\left[\operatorname{tr}\sqrt{C(x)}-\operatorname{tr}\sqrt{C(0)}\right]>0 .$$

Since $2s^2<1$, the stability criterion applies whenever $0\le x<1$, so both matrices in the comparison have real, non-zero frequencies.

The expression `∀ᶠ x in 𝓝[>] (0 : ℝ)` means that some $\delta>0$ exists, possibly depending on $s$, such that the conclusion is true for all $0<x<\delta$. No value of $\delta$ is given. In the proof, `hslope` supplies the positive difference quotients, `hright` restricts them to positive $x$, and `hdiag` evaluates the uncoupled sum.

```lean
/-- For `0 < s < 1/√2` and every sufficiently small `x > 0`, the trimer matrix is positive
definite and its many-body dispersion energy is higher than at `x = 0`. -/
theorem extra_coupling_weakens_binding {s : ℝ} (hs : 0 < s) (hs' : s < 1 / √2) :
    ∀ᶠ x in 𝓝[>] (0 : ℝ), (trimer s x).PosDef ∧
      mbdEnergy (trimer s 0) < mbdEnergy (trimer s x) := by
  obtain ⟨hder, hpos⟩ := traceSqrt_trimer_deriv_pos hs hs'
  have hs2 : 2 * s ^ 2 < 1 := by
    have h1 := (lt_div_iff₀ (by positivity : (0 : ℝ) < √2)).mp hs'
    have h2 : (s * √2) ^ 2 = 2 * s ^ 2 := by
      rw [mul_pow, Real.sq_sqrt (by norm_num)]; ring
    have h3 : 0 < s * √2 := by positivity
    nlinarith
  have hdiag : ∀ x, ∑ i, √(trimer s x i i) = 3 := by
    intro x
    have h : ∀ i, trimer s x i i = 1 := by
      intro i
      fin_cases i <;> rfl
    simp [h]
  -- a positive derivative makes the difference quotients positive near 0
  have hslope := (hasDerivAt_iff_tendsto_slope.mp hder).eventually (lt_mem_nhds hpos)
  have hright := hslope.filter_mono
    (nhdsWithin_mono (0 : ℝ) (fun x (hx : 0 < x) => ne_of_gt hx))
  filter_upwards [hright, Ioo_mem_nhdsGT (zero_lt_one' ℝ)] with x hx hx01
  refine ⟨trimer_posDef hx01.2 (by linarith [hx01.1]), ?_⟩
  rw [slope_def_field, sub_zero, lt_div_iff₀ hx01.1, zero_mul] at hx
  unfold mbdEnergy
  rw [hdiag, hdiag]
  linarith

end

end ManyBodyDispersionTrimer
```

```lean
#print axioms ManyBodyDispersionTrimer.traceSqrt_mul_self
-- 'ManyBodyDispersionTrimer.traceSqrt_mul_self' depends on axioms: [propext, Classical.choice, Quot.sound]
#print axioms ManyBodyDispersionTrimer.extra_coupling_weakens_binding
-- 'ManyBodyDispersionTrimer.extra_coupling_weakens_binding' depends on axioms: [propext, Classical.choice, Quot.sound]
```

## The missing pair in an MBD calculation

An MBD program builds a matrix with squared frequencies on the diagonal and dipole couplings, scaled by frequencies and polarisabilities, off it. In the direct method it diagonalises the matrix, adds the square roots of the eigenvalues, subtracts the uncoupled sum and halves the result. Each atom has three displacement components, so leaving out a pair sets a $3\times3$ block and its transpose to zero. In the trimer, the same omission sets the single number $x$ to zero. The theorem does not settle the sign of the error for three components per atom, where the dipole couplings differ in size and sign with direction.

Take $s=0.5$, with energies in units of the oscillator quantum:

| $x$ | eigenvalues | $E$ |
|---|---|---|
| 0 | 1, 1.7071, 0.2929 | −0.0761 |
| 0.1 | 0.9, 1.7589, 0.3411 | −0.0705 |
| 0.5 | 0.5, 2, 0.5 | −0.0858 |

Including the coupling $x=0.1$ weakens the binding by about 0.0056, so a calculation that neglects it overbinds. At $x=0.5$ the energy is below its value at $x=0$, which shows why the theorem is restricted to small $x$.
